# Finite radial moments of the Dirac 1s density for a point nucleus

**Q:** The Dirac 1s density of a point nucleus is more concentrated at the origin than the Schrödinger density, and more so as the charge grows. At some charge the mean of $1/r^2$ should become infinite. Where does that happen, by hand?

**A:** In atomic units, let $Z$ be the nuclear charge, $c$ the speed of light and $g=\sqrt{1-(Z/c)^2}$, with $Z<c$. Multiplied by $r$, both radial components of the spinor are proportional to $r^g e^{-Zr}$, so the radial density, volume factor $r^2$ included, is proportional to $\rho(r)=r^{2g}e^{-2Zr}$. Put $a=2g+1+s$. For $a>0$, the substitution $t=2Zr$ gives

$$\int_0^\infty r^s\rho\,dr=\int_0^\infty r^{a-1}e^{-2Zr}\,dr=\frac{\Gamma(a)}{(2Z)^a}.$$

If $a\le 0$, the integral diverges at the nucleus: on $0<r<1$ we have $r^{a-1}\le e^{2Z}\,r^s\rho(r)$, and the left side is not integrable there. The condition is therefore $s>-(2g+1)$. Dividing by the $s=0$ integral gives

$$\langle r^s\rangle=\frac{\Gamma(2g+1+s)}{\Gamma(2g+1)\,(2Z)^s}.$$

Since $\Gamma(2g+1)=2g\,\Gamma(2g)$, we get $\langle 1/r\rangle=2Z/(2g)=Z/g$. For $g>1/2$, a second recursion, $\Gamma(2g)=(2g-1)\Gamma(2g-1)$, gives

$$\langle 1/r^2\rangle=\frac{(2Z)^2}{2g(2g-1)}=\frac{2Z^2}{g(2g-1)}.$$

The condition $g>1/2$ means $1-(Z/c)^2>1/4$, or $Z/c<\sqrt3/2$.

**Q:** Does the formal version contain the Dirac equation, or only this function?

**A:** Only the function. The density is postulated as the square of the known point-nucleus solution; neither the spinor nor its energy is derived. `g`, `Z` and `s` are independent real numbers until the last theorem, which inserts the formula for $g$.

```lean
import Mathlib

open MeasureTheory Set

namespace DiracGroundStateMoments

noncomputable section

/-- The function `r^(2g) exp(-2Zr)`. For `0 < Z < c` and `g = sqrt(1 - (Z/c)^2)` it is the
unnormalized radial density of the Dirac-Coulomb 1s state. -/
def density (g Z r : ℝ) : ℝ := r ^ (2 * g) * Real.exp (-(2 * Z * r))
```

**Q:** That density isn't normalised. What is being averaged?

**A:** `radialMoment` divides by the normalisation integral, so when both integrals converge it is the mean for the normalised density $(2Z)^{2g+1}\rho(r)/\Gamma(2g+1)$. `Ioi 0` is the half-line $r>0$.

```lean
/-- The radial integral of `r^s * density g Z r` divided by the integral of `density g Z r`. When
both integrals converge, this is the mean of `r^s` for the normalized density. -/
def radialMoment (g Z s : ℝ) : ℝ :=
  (∫ r in Ioi (0 : ℝ), r ^ s * density g Z r) / ∫ r in Ioi (0 : ℝ), density g Z r
```

**Q:** And the Gamma integral?

**A:** The first lemma combines the powers of $r$ into $r^{a-1}$, which is valid at positive radius. The second rewrites the integrand that way and applies Euler's integral, with $a>0$ supplied by the hypothesis on `s`.

```lean
/-- At positive radius the weighted density is a single power of `r` times the exponential. -/
theorem weighted_density (g Z s : ℝ) {r : ℝ} (hr : 0 < r) :
    r ^ s * density g Z r = r ^ (2 * g + 1 + s - 1) * Real.exp (-(2 * Z * r)) := by
  unfold density
  rw [show 2 * g + 1 + s - 1 = s + 2 * g by ring, Real.rpow_add hr]
  ring

/-- The radial integral of `r^s` times the density is `Gamma(2g+1+s) / (2Z)^(2g+1+s)` when `Z > 0`
and `s > -(2g+1)`. -/
theorem integral_weighted_density {g Z s : ℝ} (hZ : 0 < Z) (hs : -(2 * g + 1) < s) :
    ∫ r in Ioi (0 : ℝ), r ^ s * density g Z r =
      Real.Gamma (2 * g + 1 + s) / (2 * Z) ^ (2 * g + 1 + s) := by
  have ha : 0 < 2 * g + 1 + s := by linarith
  have hb : 0 < 2 * Z := by linarith
  rw [setIntegral_congr_fun measurableSet_Ioi
    (fun r hr => weighted_density g Z s (mem_Ioi.mp hr))]
  -- Euler's integral for the Gamma function
  rw [Real.integral_rpow_mul_exp_neg_mul_Ioi ha hb, one_div, Real.inv_rpow hb.le]
  ring
```

**Q:** A formula for an integral can hide a divergence. What does Lean do with one?

**A:** It assigns the value zero to the integral of a non-integrable function, so finiteness needs its own theorem. `IntegrableOn` expresses it, and the equivalence below holds for every real `g` once `Z` is positive.

The forward direction is the bound near the nucleus: `he` states $1\le e^{2Z}e^{-2Zr}$ on $0<r<1$, `Integrable.mono'` transfers integrability to the pure power, and the criterion for powers on $(0,1)$ gives the bound on `s`. The reverse direction is by contradiction: a non-integrable function would have integral zero, but the Gamma value is positive.

```lean
/-- For `Z > 0` the function `r^s * density g Z r` is integrable over `r > 0` exactly when `s >
-(2g+1)`. -/
theorem integrable_moment_iff {g Z s : ℝ} (hZ : 0 < Z) :
    IntegrableOn (fun r => r ^ s * density g Z r) (Ioi 0) ↔ -(2 * g + 1) < s := by
  constructor
  · intro h
    -- near the nucleus the exponential is bounded below, so the pure power is integrable
    have h1 : IntegrableOn (fun r : ℝ => r ^ (2 * g + 1 + s - 1)) (Ioo 0 1) := by
      have h2 : IntegrableOn (fun r => r ^ s * density g Z r) (Ioo 0 1) :=
        h.mono_set Ioo_subset_Ioi_self
      refine Integrable.mono' (Integrable.const_mul h2 (Real.exp (2 * Z)))
        (by fun_prop : Measurable fun r : ℝ => r ^ (2 * g + 1 + s - 1)).aestronglyMeasurable ?_
      refine (ae_restrict_iff' measurableSet_Ioo).mpr (Filter.Eventually.of_forall ?_)
      intro r hr
      have hp : 0 ≤ r ^ (2 * g + 1 + s - 1) := Real.rpow_nonneg hr.1.le _
      have he : 1 ≤ Real.exp (2 * Z) * Real.exp (-(2 * Z * r)) := by
        rw [← Real.exp_add]
        apply Real.one_le_exp
        nlinarith [mul_nonneg hZ.le (sub_nonneg.2 hr.2.le)]
      rw [Real.norm_of_nonneg hp, weighted_density g Z s hr.1]
      calc r ^ (2 * g + 1 + s - 1) = r ^ (2 * g + 1 + s - 1) * 1 := (mul_one _).symm
        _ ≤ r ^ (2 * g + 1 + s - 1) * (Real.exp (2 * Z) * Real.exp (-(2 * Z * r))) :=
          mul_le_mul_of_nonneg_left he hp
        _ = _ := by ring
    have h3 := (intervalIntegral.integrableOn_Ioo_rpow_iff one_pos).mp h1
    linarith
  · intro hs
    -- a non-integrable function would have integral zero, but the Gamma value is positive
    by_contra hn
    have h0 : ∫ r in Ioi (0 : ℝ), r ^ s * density g Z r = 0 := MeasureTheory.integral_undef hn
    rw [integral_weighted_density hZ hs] at h0
    have hpos : 0 < Real.Gamma (2 * g + 1 + s) / (2 * Z) ^ (2 * g + 1 + s) :=
      div_pos (Real.Gamma_pos_of_pos (by linarith)) (Real.rpow_pos_of_pos (by linarith) _)
    exact hpos.ne' h0
```

**Q:** Then the general moment is just the ratio?

**A:** Yes. `h0` is the normalisation integral, and `key` cancels the common factor $(2Z)^{2g+1}$.

```lean
/-- For `g, Z > 0` and `s > -(2g+1)`, the mean of `r^s` for `density g Z` is `Gamma(2g+1+s) /
(Gamma(2g+1) (2Z)^s)`. -/
theorem radialMoment_eq {g Z s : ℝ} (hg : 0 < g) (hZ : 0 < Z) (hs : -(2 * g + 1) < s) :
    radialMoment g Z s =
      Real.Gamma (2 * g + 1 + s) / (Real.Gamma (2 * g + 1) * (2 * Z) ^ s) := by
  have hb : 0 < 2 * Z := by linarith
  -- the normalization integral is the case s = 0
  have h0 := integral_weighted_density (g := g) (s := 0) hZ (by linarith)
  simp only [Real.rpow_zero, one_mul, add_zero] at h0
  have key : ∀ A B G G' : ℝ, A ≠ 0 → B ≠ 0 → G ≠ 0 →
      G' / (A * B) / (G / A) = G' / (G * B) := by
    intro A B G G' hA hB hG
    field_simp
  unfold radialMoment
  rw [integral_weighted_density hZ hs, h0, Real.rpow_add hb]
  exact key _ _ _ _ (Real.rpow_pos_of_pos hb _).ne' (Real.rpow_pos_of_pos hb _).ne'
    (Real.Gamma_pos_of_pos (by linarith)).ne'
```

**Q:** Where would I meet $\langle 1/r\rangle$ in a calculation?

**A:** In the nuclear attraction energy $-Z\langle 1/r\rangle=-Z^2/g$ of a one-electron, point-nucleus atom. A four-component code run on that system can be compared with this value. The theorem gives integrability and the mean together, using one Gamma recursion.

```lean
/-- For `g, Z > 0` the function `1/r` is integrable against `density g Z`, and its mean is `Z/g`. -/
theorem mean_inverse_radius {g Z : ℝ} (hg : 0 < g) (hZ : 0 < Z) :
    IntegrableOn (fun r => r ^ (-1 : ℝ) * density g Z r) (Ioi 0) ∧
      radialMoment g Z (-1) = Z / g := by
  have hs : -(2 * g + 1) < -1 := by linarith
  refine ⟨(integrable_moment_iff hZ).mpr hs, ?_⟩
  have hG : Real.Gamma (2 * g) ≠ 0 := (Real.Gamma_pos_of_pos (by linarith)).ne'
  have h2g : 2 * g ≠ 0 := by positivity
  rw [radialMoment_eq hg hZ hs, show 2 * g + 1 + -1 = 2 * g by ring,
    Real.Gamma_add_one h2g, Real.rpow_neg_one]
  generalize Real.Gamma (2 * g) = G at hG ⊢
  field_simp
```

**Q:** And the inverse square?

**A:** Setting $s=-2$ in the criterion gives $g>1/2$, with the endpoint $g=1/2$ on the divergent side. The value then takes two recursions.

```lean
/-- For `Z > 0` the function `1/r^2` is integrable against `density g Z` exactly when `g > 1/2`. -/
theorem integrable_inverse_square_iff {g Z : ℝ} (hZ : 0 < Z) :
    IntegrableOn (fun r => r ^ (-2 : ℝ) * density g Z r) (Ioi 0) ↔ 1 / 2 < g := by
  rw [integrable_moment_iff hZ]
  constructor <;> intro h <;> linarith

/-- For `g > 1/2` and `Z > 0` the mean of `1/r^2` for `density g Z` is `2Z^2 / (g(2g-1))`. -/
theorem mean_inverse_square {g Z : ℝ} (hg : 1 / 2 < g) (hZ : 0 < Z) :
    radialMoment g Z (-2) = 2 * Z ^ 2 / (g * (2 * g - 1)) := by
  have hg0 : 0 < g := by linarith
  have hb : 0 < 2 * Z := by linarith
  have hd : 2 * g - 1 ≠ 0 := by linarith
  have h2g : 2 * g ≠ 0 := by positivity
  have hG : Real.Gamma (2 * g - 1) ≠ 0 := (Real.Gamma_pos_of_pos (by linarith)).ne'
  -- two steps of the Gamma recursion
  have h1 := Real.Gamma_add_one hd
  rw [sub_add_cancel] at h1
  rw [radialMoment_eq hg0 hZ (by linarith), show 2 * g + 1 + -2 = 2 * g - 1 by ring,
    Real.Gamma_add_one h2g, h1, Real.rpow_neg hb.le, Real.rpow_two]
  generalize Real.Gamma (2 * g - 1) = G at hG ⊢
  field_simp
  try ring
```

On a radial grid the divergence is easy to miss, because any grid starting at $r_0>0$ returns a finite number. As $r_0\to0$, that number grows like $r_0^{2g-1}$ for $g<1/2$, and logarithmically at $g=1/2$.

**Q:** So the critical charge is a property of real atoms?

**A:** It is a property of the one-electron state with a point nucleus. A nucleus of finite size changes the density near the origin, where the divergence arises. The final theorem substitutes $g=\sqrt{1-(Z/c)^2}$ and turns $g>1/2$ into $Z/c<\sqrt3/2$ by squaring both inequalities. It does not assume $Z<c$. For $Z>c$ Lean sets the square root of the negative number to zero, and both sides of the equivalence are false; the physical content is the range $Z<c$.

```lean
/-- For `Z, c > 0` and `g = Real.sqrt (1 - (Z/c)^2)`, the function `1/r^2` is integrable against
`density g Z` exactly when `Z/c < sqrt(3)/2`. -/
theorem inverse_square_critical_charge {Z c : ℝ} (hZ : 0 < Z) (hc : 0 < c) :
    IntegrableOn (fun r => r ^ (-2 : ℝ) * density (Real.sqrt (1 - (Z / c) ^ 2)) Z r) (Ioi 0) ↔
      Z / c < Real.sqrt 3 / 2 := by
  have hx : 0 < Z / c := div_pos hZ hc
  rw [integrable_inverse_square_iff hZ]
  generalize Z / c = x at hx ⊢
  have h1 : 1 / 2 < Real.sqrt (1 - x ^ 2) ↔ (1 / 2 : ℝ) ^ 2 < 1 - x ^ 2 :=
    Real.lt_sqrt (by norm_num)
  have h2 : x * 2 < Real.sqrt 3 ↔ (x * 2) ^ 2 < 3 := Real.lt_sqrt (by positivity)
  rw [h1, lt_div_iff₀ two_pos, h2]
  constructor <;> intro h <;> nlinarith

end

end DiracGroundStateMoments
```

```lean
#print axioms DiracGroundStateMoments.radialMoment_eq
#print axioms DiracGroundStateMoments.mean_inverse_radius
#print axioms DiracGroundStateMoments.mean_inverse_square
#print axioms DiracGroundStateMoments.inverse_square_critical_charge
```

```
'DiracGroundStateMoments.radialMoment_eq' depends on axioms: [propext, Classical.choice, Quot.sound]
'DiracGroundStateMoments.mean_inverse_radius' depends on axioms: [propext, Classical.choice, Quot.sound]
'DiracGroundStateMoments.mean_inverse_square' depends on axioms: [propext, Classical.choice, Quot.sound]
'DiracGroundStateMoments.inverse_square_critical_charge' depends on axioms: [propext, Classical.choice, Quot.sound]
```
